# Two harmonic phases exchange stability exactly once if the mode-by-mode softer phase is higher in energy at $T=0$

Let phases A and B have the same finite set of modes $i$, with frequencies $w_i$ in A and $v_i$ in B, where $w_i \ge v_i > 0$ and at least one inequality is strict. Let $E_A$ and $E_B$ be their static energies, in units with $\hbar=k_B=1$. If

$$E_A+\sum_i \frac{w_i}{2} < E_B+\sum_i \frac{v_i}{2},$$

there is a temperature $T_0>0$ at which the free energies are equal; A is lower at every positive temperature below it, and B at every temperature above it.

This is the entropy-driven transition found when phonon free energies of two crystal structures are compared, here for finitely many independent modes with temperature-independent frequencies. Anharmonicity, thermal expansion and zero-frequency translations are left out. The mode-by-mode ordering is assumed. It is stronger than A being stiffer on average, since a phase with the higher mean frequency can still have some softer modes.

```lean
import Mathlib

open Filter Topology

namespace HarmonicPhaseTransition

noncomputable section
```

## Free energy and entropy

With $\hbar=k_B=1$, a mode of frequency $w$ at temperature $T$ has free energy

$$F(w,T)=T\ln\bigl(2\sinh(w/2T)\bigr).$$

```lean
/-- Free energy of one harmonic mode of frequency `w` at temperature `T`, for `w, T > 0`,
in units where the reduced Planck constant and the Boltzmann constant are one. -/
def modeFreeEnergy (w T : ℝ) : ℝ := T * Real.log (2 * Real.sinh (w / (2 * T)))
```

Its entropy is written in closed form, with $u=w/2T$:

$$S(w,T)=u\coth u-\ln(2\sinh u).$$

```lean
/-- Entropy of one harmonic mode of frequency `w` at temperature `T`, for `w, T > 0`. -/
def modeEntropy (w T : ℝ) : ℝ :=
  w / (2 * T) * (Real.cosh (w / (2 * T)) / Real.sinh (w / (2 * T)))
    - Real.log (2 * Real.sinh (w / (2 * T)))
```

A phase adds its static energy to the sum over modes, so $F_A(T)=E_A+\sum_i F(w_i,T)$, and likewise for B with $v_i$. In Lean, `ι` is the set of mode labels, and both energies must refer to the same amount of material.

```lean
/-- Free energy of a phase with static energy `E` and mode frequencies `w i`, for `T > 0`
and positive frequencies. -/
def phaseFreeEnergy {ι : Type*} [Fintype ι] (E : ℝ) (w : ι → ℝ) (T : ℝ) : ℝ :=
  E + ∑ i, modeFreeEnergy (w i) T
```

Since $2\sinh u=e^{u}(1-e^{-2u})$, taking the logarithm separates off the zero-point energy:

$$F(w,T)=\frac w2+T\ln\bigl(1-e^{-w/T}\bigr).$$

```lean
/-- For positive frequency and temperature, the free energy of a mode is its zero-point energy
plus a thermal part. -/
theorem modeFreeEnergy_eq {w T : ℝ} (hw : 0 < w) (hT : 0 < T) :
    modeFreeEnergy w T = w / 2 + T * Real.log (1 - Real.exp (-(w / T))) := by
  have hpos : 0 < 1 - Real.exp (-(w / T)) :=
    sub_pos.2 (Real.exp_lt_one_iff.2 (neg_lt_zero.2 (div_pos hw hT)))
  have e : w / (2 * T) + -(w / T) = -(w / (2 * T)) := by ring
  have h : 2 * Real.sinh (w / (2 * T))
      = Real.exp (w / (2 * T)) * (1 - Real.exp (-(w / T))) := by
    rw [Real.sinh_eq, mul_sub, mul_one, ← Real.exp_add, e]
    ring
  have hz : T * (w / (2 * T)) = w / 2 := by field_simp
  unfold modeFreeEnergy
  rw [h, Real.log_mul (Real.exp_pos _).ne' hpos.ne', Real.log_exp, mul_add, hz]
```

From $du/dT=-w/(2T^2)=-u/T$, the product and chain rules give

$$\frac{\partial F}{\partial T}=\ln(2\sinh u)-u\coth u=-S.$$

In the proof, `hx` differentiates $u$, `hl` the logarithm, and `key` does the final algebra.

```lean
/-- For positive frequency and temperature, the temperature derivative of the free energy of a
mode is minus its entropy. -/
theorem hasDerivAt_modeFreeEnergy {w T : ℝ} (hw : 0 < w) (hT : 0 < T) :
    HasDerivAt (modeFreeEnergy w) (-modeEntropy w T) T := by
  have hs : 0 < Real.sinh (w / (2 * T)) := Real.sinh_pos_iff.2 (by positivity)
  have hx : HasDerivAt (fun t : ℝ => w / (2 * t)) (-(w / (2 * T ^ 2))) T := by
    refine ((hasDerivAt_const T w).fun_div ((hasDerivAt_id' T).const_mul 2)
      (by positivity)).congr_deriv ?_
    field_simp
    ring
  have hl : HasDerivAt (fun t : ℝ => Real.log (2 * Real.sinh (w / (2 * t))))
      (2 * (Real.cosh (w / (2 * T)) * -(w / (2 * T ^ 2))) / (2 * Real.sinh (w / (2 * T)))) T :=
    (hx.sinh.const_mul 2).log (mul_pos two_pos hs).ne'
  have key : 1 * Real.log (2 * Real.sinh (w / (2 * T))) + T *
      (2 * (Real.cosh (w / (2 * T)) * -(w / (2 * T ^ 2))) / (2 * Real.sinh (w / (2 * T))))
      = -modeEntropy w T := by
    unfold modeEntropy
    generalize Real.log (2 * Real.sinh (w / (2 * T))) = L
    generalize Real.cosh (w / (2 * T)) = c
    generalize Real.sinh (w / (2 * T)) = s at hs ⊢
    field_simp
    ring
  exact ((hasDerivAt_id' T).fun_mul hl).congr_deriv key
```

## Softer modes have more entropy

As a function of $u$, the entropy has derivative

$$\coth u-\frac{u}{\sinh^2u}-\coth u=-\frac{u}{\sinh^2u}<0.$$

At fixed $T$, a larger frequency means a larger $u$, hence a smaller entropy. The derivative is `hd`, and `hanti` is the resulting strict decrease.

```lean
/-- At a given positive temperature, the softer of two modes of positive frequency has the
larger entropy. -/
theorem modeEntropy_lt {v w T : ℝ} (hv : 0 < v) (hvw : v < w) (hT : 0 < T) :
    modeEntropy w T < modeEntropy v T := by
  have hw : 0 < w := hv.trans hvw
  -- the entropy as a function of u = w / (2 T) has derivative -u / sinh² u
  have hd : ∀ u : ℝ, 0 < u → HasDerivAt (fun u : ℝ => u * (Real.cosh u / Real.sinh u)
      - Real.log (2 * Real.sinh u)) (-(u / Real.sinh u ^ 2)) u := by
    intro u hu
    have hs : 0 < Real.sinh u := Real.sinh_pos_iff.2 hu
    have h1 : Real.sinh u * Real.sinh u - Real.cosh u * Real.cosh u = -1 := by
      linear_combination (-1) * Real.cosh_sq u
    refine (((hasDerivAt_id' u).fun_mul ((Real.hasDerivAt_cosh u).fun_div
      (Real.hasDerivAt_sinh u) hs.ne')).fun_sub
      (((Real.hasDerivAt_sinh u).const_mul 2).log (mul_pos two_pos hs).ne')).congr_deriv ?_
    rw [h1, mul_div_mul_left _ _ two_ne_zero]
    ring
  have hanti := strictAntiOn_of_deriv_neg (convex_Ioi (0 : ℝ))
    (fun u hu => (hd u hu).continuousAt.continuousWithinAt) (fun u hu => by
      rw [interior_Ioi] at hu
      have hu' : 0 < u := hu
      have hs : 0 < Real.sinh u := Real.sinh_pos_iff.2 hu'
      rw [(hd u hu').deriv]
      exact neg_lt_zero.2 (div_pos hu' (pow_pos hs 2)))
  exact hanti (Set.mem_Ioi.2 (by positivity)) (Set.mem_Ioi.2 (by positivity))
    (div_lt_div_of_pos_right hvw (by positivity))
```

## A classical lower bound

For $w\ge v>0$, let $g(t)=v\sinh(wt)-w\sinh(vt)$. Then $g(0)=0$ and, for $t\ge0$,

$$g'(t)=vw\bigl(\cosh wt-\cosh vt\bigr)\ge0,$$

so $g(t)\ge0$. At $t=1/(2T)$ this reads $w/v\le\sinh(w/2T)/\sinh(v/2T)$. Taking logarithms and multiplying by $T$,

$$T\ln\frac wv\le F(w,T)-F(v,T).$$

The left side is the difference for classical oscillators.

```lean
/-- Stiffening a mode from `v > 0` to `w ≥ v` raises its free energy at `T > 0` by at least the
classical amount `T ln (w / v)`. -/
theorem classical_le_mode_gap {v w T : ℝ} (hv : 0 < v) (hvw : v ≤ w) (hT : 0 < T) :
    T * Real.log (w / v) ≤ modeFreeEnergy w T - modeFreeEnergy v T := by
  have hw : 0 < w := hv.trans_le hvw
  have hd : ∀ t : ℝ, HasDerivAt (fun t : ℝ => v * Real.sinh (w * t) - w * Real.sinh (v * t))
      (v * w * (Real.cosh (w * t) - Real.cosh (v * t))) t := fun t =>
    ((((hasDerivAt_id' t).const_mul w).sinh.const_mul v).fun_sub
      (((hasDerivAt_id' t).const_mul v).sinh.const_mul w)).congr_deriv (by ring)
  have hmono := monotoneOn_of_deriv_nonneg (convex_Ici (0 : ℝ))
    (fun t _ => (hd t).continuousAt.continuousWithinAt)
    (fun t _ => (hd t).differentiableAt.differentiableWithinAt) (fun t ht => by
      rw [interior_Ici] at ht
      have ht' : 0 < t := ht
      rw [(hd t).deriv]
      refine mul_nonneg (by positivity) (sub_nonneg.2 (Real.cosh_le_cosh.2 ?_))
      rw [abs_of_pos (mul_pos hv ht'), abs_of_pos (mul_pos hw ht')]
      exact mul_le_mul_of_nonneg_right hvw ht'.le)
  have hi : (0 : ℝ) ≤ (2 * T)⁻¹ := by positivity
  have h := hmono (Set.mem_Ici.2 le_rfl) (Set.mem_Ici.2 hi) hi
  simp only [mul_zero, Real.sinh_zero, sub_zero, ← div_eq_mul_inv] at h
  have hsv : 0 < Real.sinh (v / (2 * T)) := Real.sinh_pos_iff.2 (by positivity)
  have hsw : 0 < Real.sinh (w / (2 * T)) := Real.sinh_pos_iff.2 (by positivity)
  unfold modeFreeEnergy
  rw [← mul_sub, ← Real.log_div (mul_pos two_pos hsw).ne' (mul_pos two_pos hsv).ne']
  refine mul_le_mul_of_nonneg_left (Real.log_le_log (div_pos hw hv) ?_) hT.le
  rw [div_le_div_iff₀ hv (mul_pos two_pos hsv)]
  linarith
```

## The gap between the phases

As $T\to0^+$, $e^{-w_i/T}\to0$, so each thermal term $T\ln(1-e^{-w_i/T})$ vanishes and $F_A\to E_A+\sum_i w_i/2$. The proof takes this limit mode by mode, using the separated form above.

```lean
variable {ι : Type*} [Fintype ι] {w v : ι → ℝ}

/-- As the temperature falls to zero, the free energy of a phase with positive frequencies
tends to its static energy plus its zero-point energy. -/
theorem tendsto_phaseFreeEnergy (E : ℝ) (hw : ∀ i, 0 < w i) :
    Tendsto (phaseFreeEnergy E w) (𝓝[>] 0) (𝓝 (E + ∑ i, w i / 2)) := by
  refine tendsto_const_nhds.add (tendsto_finsetSum _ fun i _ => ?_)
  have h1 : Tendsto (fun T : ℝ => w i / T) (𝓝[>] 0) atTop := by
    simpa only [div_eq_mul_inv] using tendsto_inv_nhdsGT_zero.const_mul_atTop (hw i)
  have h2 : Tendsto (fun T : ℝ => Real.exp (-(w i / T))) (𝓝[>] 0) (𝓝 0) :=
    Real.tendsto_exp_atBot.comp (tendsto_neg_atTop_atBot.comp h1)
  have h3 : Tendsto (fun T : ℝ => Real.log (1 - Real.exp (-(w i / T)))) (𝓝[>] 0)
      (𝓝 (Real.log (1 - 0))) := (tendsto_const_nhds.sub h2).log (by norm_num)
  have h4 : Tendsto (fun T : ℝ => T) (𝓝[>] 0) (𝓝 0) := tendsto_id.mono_left nhdsWithin_le_nhds
  have h5 := (tendsto_const_nhds (x := w i / 2)).add (h4.mul h3)
  rw [zero_mul, add_zero] at h5
  refine h5.congr' ?_
  filter_upwards [self_mem_nhdsWithin] with T hT
  exact (modeFreeEnergy_eq (hw i) hT).symm
```

Let $G=F_A-F_B$. Then

$$G'(T)=\sum_i\bigl[S(v_i,T)-S(w_i,T)\bigr]>0,$$

because no term is negative and at least one is positive. Thus $G$ strictly increases.

```lean
/-- If no mode of A is softer than its partner in B, at least one is stiffer, and all
frequencies are positive, then `F_A - F_B` strictly increases with temperature on `T > 0`. -/
theorem gap_strictMonoOn (EA EB : ℝ) (hv : ∀ i, 0 < v i) (hvw : ∀ i, v i ≤ w i)
    (hex : ∃ i, v i < w i) :
    StrictMonoOn (fun T => phaseFreeEnergy EA w T - phaseFreeEnergy EB v T) (Set.Ioi 0) := by
  have hF : ∀ (E : ℝ) (u : ι → ℝ), (∀ i, 0 < u i) → ∀ T : ℝ, 0 < T →
      HasDerivAt (phaseFreeEnergy E u) (∑ i, -modeEntropy (u i) T) T := fun E u hu T hT =>
    (HasDerivAt.fun_sum fun i _ => hasDerivAt_modeFreeEnergy (hu i) hT).const_add E
  have hd := fun (T : ℝ) (hT : 0 < T) =>
    (hF EA w (fun i => (hv i).trans_le (hvw i)) T hT).fun_sub (hF EB v hv T hT)
  refine strictMonoOn_of_deriv_pos (convex_Ioi 0)
    (fun T hT => (hd T hT).continuousAt.continuousWithinAt) fun T hT => ?_
  rw [interior_Ioi] at hT
  rw [(hd T hT).deriv]
  -- the slope is the entropy of B minus the entropy of A
  refine sub_pos.2 (Finset.sum_lt_sum (fun i _ => neg_le_neg ?_) ?_)
  · rcases (hvw i).eq_or_lt with h | h
    · rw [h]
    · exact (modeEntropy_lt (hv i) h hT).le
  · obtain ⟨i, hi⟩ := hex
    exact ⟨i, Finset.mem_univ i, neg_lt_neg (modeEntropy_lt (hv i) hi hT)⟩
```

Let $L=\sum_i\ln(w_i/v_i)$, which is positive. Summing the classical bound gives $G(T)\ge E_A-E_B+TL$. At a crossing $G(T)=0$, and therefore

$$T\le\frac{E_B-E_A}{L}.$$

The right side is the classical estimate: for classical oscillators the free energies differ by $E_A-E_B+TL$, which vanishes at this temperature. By the bound, the estimate is never below the transition temperature of this model.

```lean
/-- Let no mode of A be softer than its partner in B, at least one be stiffer, and all
frequencies be positive. Then any temperature `T > 0` of equal free energies is at most the
classical estimate `(E_B - E_A) / ∑ ln (w_i / v_i)`. -/
theorem transition_le_classical {EA EB T : ℝ} (hv : ∀ i, 0 < v i) (hvw : ∀ i, v i ≤ w i)
    (hex : ∃ i, v i < w i) (hT : 0 < T)
    (heq : phaseFreeEnergy EA w T = phaseFreeEnergy EB v T) :
    T ≤ (EB - EA) / ∑ i, Real.log (w i / v i) := by
  have hL : 0 < ∑ i, Real.log (w i / v i) := by
    obtain ⟨i, hi⟩ := hex
    exact Finset.sum_pos' (fun j _ => Real.log_nonneg ((one_le_div (hv j)).2 (hvw j)))
      ⟨i, Finset.mem_univ i, Real.log_pos ((one_lt_div (hv i)).2 hi)⟩
  have h : ∑ i, T * Real.log (w i / v i)
      ≤ ∑ i, (modeFreeEnergy (w i) T - modeFreeEnergy (v i) T) :=
    Finset.sum_le_sum fun i _ => classical_le_mode_gap (hv i) (hvw i) hT
  rw [← Finset.mul_sum, Finset.sum_sub_distrib] at h
  unfold phaseFreeEnergy at heq
  rw [le_div_iff₀ hL]
  linarith
```

## The transition temperature

The theorem's hypotheses are positivity (`hv`), ordering (`hvw`), one strict inequality (`hex`) and A's lower energy at zero temperature (`h0`). Its three equivalences say, for every $T>0$, that the free energies are equal exactly when $T=T_0$, A is lower exactly when $T<T_0$, and B is lower exactly when $T>T_0$.

By `h0`, $G$ has a negative limit at $0^+$, so $G(a)<0$ for some $a>0$. At $b=(|E_B-E_A|+1)/L$ the classical bound gives

$$G(b)\ge E_A-E_B+|E_B-E_A|+1\ge1.$$

Since $G$ is continuous, the intermediate value theorem supplies a zero, called `c` in the proof, which serves as $T_0$. Strict monotonicity fixes the sign of $G$ on either side; `lt_trichotomy` separates the three cases.

```lean
/-- Let no mode of A be softer than its partner in B, at least one be stiffer, and all frequencies
be positive. If A is lower in static plus zero-point energy, there is one transition temperature
`T₀ > 0`: A has the lower free energy at every positive temperature below it, and B at every
temperature above it. -/
theorem exists_transition {EA EB : ℝ} (hv : ∀ i, 0 < v i) (hvw : ∀ i, v i ≤ w i)
    (hex : ∃ i, v i < w i) (h0 : EA + ∑ i, w i / 2 < EB + ∑ i, v i / 2) :
    ∃ T₀ : ℝ, 0 < T₀ ∧ ∀ T : ℝ, 0 < T →
      (phaseFreeEnergy EA w T = phaseFreeEnergy EB v T ↔ T = T₀) ∧
      (phaseFreeEnergy EA w T < phaseFreeEnergy EB v T ↔ T < T₀) ∧
      (phaseFreeEnergy EB v T < phaseFreeEnergy EA w T ↔ T₀ < T) := by
  have hw : ∀ i, 0 < w i := fun i => (hv i).trans_le (hvw i)
  have hmono := gap_strictMonoOn EA EB hv hvw hex
  have hcont : ContinuousOn (fun T => phaseFreeEnergy EA w T - phaseFreeEnergy EB v T)
      (Set.Ioi 0) := by
    have hF : ∀ (E : ℝ) (u : ι → ℝ), (∀ i, 0 < u i) →
        ContinuousOn (phaseFreeEnergy E u) (Set.Ioi 0) := fun E u hu T hT =>
      ((HasDerivAt.fun_sum fun i (_ : i ∈ Finset.univ) =>
        hasDerivAt_modeFreeEnergy (hu i) hT).const_add E).continuousAt.continuousWithinAt
    exact (hF EA w hw).sub (hF EB v hv)
  -- A is lower at some low temperature
  obtain ⟨a, ha, ha0⟩ := ((((tendsto_phaseFreeEnergy EA hw).sub
    (tendsto_phaseFreeEnergy EB hv)).eventually_lt_const (sub_neg.2 h0)).and
    self_mem_nhdsWithin).exists
  -- B is lower at some high temperature, by the classical bound
  obtain ⟨b, hb0, hb⟩ : ∃ b : ℝ, 0 < b ∧
      0 < phaseFreeEnergy EA w b - phaseFreeEnergy EB v b := by
    have hL : 0 < ∑ i, Real.log (w i / v i) := by
      obtain ⟨i, hi⟩ := hex
      exact Finset.sum_pos' (fun j _ => Real.log_nonneg ((one_le_div (hv j)).2 (hvw j)))
        ⟨i, Finset.mem_univ i, Real.log_pos ((one_lt_div (hv i)).2 hi)⟩
    have hb0 : 0 < (|EB - EA| + 1) / ∑ i, Real.log (w i / v i) := by positivity
    refine ⟨_, hb0, ?_⟩
    have hb1 := div_mul_cancel₀ (|EB - EA| + 1) hL.ne'
    generalize (|EB - EA| + 1) / ∑ i, Real.log (w i / v i) = b at hb0 hb1 ⊢
    have h : ∑ i, b * Real.log (w i / v i)
        ≤ ∑ i, (modeFreeEnergy (w i) b - modeFreeEnergy (v i) b) :=
      Finset.sum_le_sum fun i _ => classical_le_mode_gap (hv i) (hvw i) hb0
    rw [← Finset.mul_sum, Finset.sum_sub_distrib] at h
    unfold phaseFreeEnergy
    linarith [le_abs_self (EB - EA)]
  obtain ⟨c, hc, hc0⟩ := isPreconnected_Ioi.intermediate_value ha0 (Set.mem_Ioi.2 hb0) hcont
    ⟨ha.le, hb.le⟩
  have hz : phaseFreeEnergy EA w c - phaseFreeEnergy EB v c = 0 := hc0
  refine ⟨c, hc, fun T hT => ?_⟩
  -- monotonicity of the gap orders the phases on either side
  rcases lt_trichotomy T c with h | h | h
  · have hg : phaseFreeEnergy EA w T - phaseFreeEnergy EB v T
        < phaseFreeEnergy EA w c - phaseFreeEnergy EB v c := hmono hT hc h
    have hlt : phaseFreeEnergy EA w T < phaseFreeEnergy EB v T := by linarith
    exact ⟨iff_of_false hlt.ne h.ne, iff_of_true hlt h, iff_of_false hlt.not_gt h.not_gt⟩
  · subst h
    have he : phaseFreeEnergy EA w T = phaseFreeEnergy EB v T := sub_eq_zero.1 hz
    exact ⟨iff_of_true he rfl, iff_of_false he.not_lt (lt_irrefl T),
      iff_of_false he.symm.not_lt (lt_irrefl T)⟩
  · have hg : phaseFreeEnergy EA w c - phaseFreeEnergy EB v c
        < phaseFreeEnergy EA w T - phaseFreeEnergy EB v T := hmono hc hT h
    have hlt : phaseFreeEnergy EB v T < phaseFreeEnergy EA w T := by linarith
    exact ⟨iff_of_false hlt.ne' h.ne', iff_of_false hlt.not_gt h.not_gt, iff_of_true hlt h⟩
```

If instead A is not lower at zero temperature, then $\lim_{t\to0^+}G(t)\ge0$. For $0<t<T/2$ we have $G(t)<G(T/2)$, and letting $t\to0^+$ gives

$$0\le\lim_{t\to0^+}G(t)\le G(T/2)<G(T).$$

B is then lower at every positive temperature, including when the two zero-temperature energies coincide.

```lean
/-- Let no mode of A be softer than its partner in B, at least one be stiffer, and all
frequencies be positive. If A is not lower in static plus zero-point energy, B has the lower
free energy at every `T > 0`. -/
theorem no_transition {EA EB T : ℝ} (hv : ∀ i, 0 < v i) (hvw : ∀ i, v i ≤ w i)
    (hex : ∃ i, v i < w i) (h0 : EB + ∑ i, v i / 2 ≤ EA + ∑ i, w i / 2) (hT : 0 < T) :
    phaseFreeEnergy EB v T < phaseFreeEnergy EA w T := by
  have hmono := gap_strictMonoOn EA EB hv hvw hex
  have hlim := (tendsto_phaseFreeEnergy EA fun i => (hv i).trans_le (hvw i)).sub
    (tendsto_phaseFreeEnergy EB hv)
  have h1 : EA + ∑ i, w i / 2 - (EB + ∑ i, v i / 2)
      ≤ phaseFreeEnergy EA w (T / 2) - phaseFreeEnergy EB v (T / 2) := by
    refine le_of_tendsto hlim ?_
    filter_upwards [Ioo_mem_nhdsGT (half_pos hT)] with t ht
    exact (hmono ht.1 (half_pos hT) ht.2).le
  have h2 : phaseFreeEnergy EA w (T / 2) - phaseFreeEnergy EB v (T / 2)
      < phaseFreeEnergy EA w T - phaseFreeEnergy EB v T :=
    hmono (half_pos hT) hT (half_lt_self hT)
  linarith

end

end HarmonicPhaseTransition
```

```lean
#print axioms HarmonicPhaseTransition.tendsto_phaseFreeEnergy
#print axioms HarmonicPhaseTransition.transition_le_classical
#print axioms HarmonicPhaseTransition.exists_transition
#print axioms HarmonicPhaseTransition.no_transition
```

```
'HarmonicPhaseTransition.tendsto_phaseFreeEnergy' depends on axioms: [propext, Classical.choice, Quot.sound]
'HarmonicPhaseTransition.transition_le_classical' depends on axioms: [propext, Classical.choice, Quot.sound]
'HarmonicPhaseTransition.exists_transition' depends on axioms: [propext, Classical.choice, Quot.sound]
'HarmonicPhaseTransition.no_transition' depends on axioms: [propext, Classical.choice, Quot.sound]
```
